# On a ladder with distinct Jz eigenvalues, a subspace invariant under J₊, J₋ and Jz contains every ladder state that occurs in its vectors

The model is a ladder of states e_k, k = 0, 1, 2, …, on which Jz has the eigenvalue n/2 − k (with ħ = 1 and n a natural number); states are finite linear combinations of the e_k, and the ladder does not stop at k = n. The e_k are not normalised as spin states: J₋ takes e_k to e_(k+1) with factor 1 and J₊ takes e_(k+1) to (k+1)(n−k) e_k, where normalised spin-n/2 states would have √((k+1)(n−k)) both ways for k < n. `component_mem` states that if a subspace is mapped into itself by all three operators and contains a vector whose k-th component is not zero, then it contains e_k. The attempt uses induction on a bound for the number of nonzero components: if some other component a is present, Jz − (n/2 − a) removes it and keeps component k nonzero, and if none is, the vector is a multiple of e_k.

The first attempt, which Lean rejects:

```lean
import Mathlib

namespace ComponentMem

noncomputable section

/-- The state space: finitely supported complex sequences. -/
abbrev States := ℕ →₀ ℂ

/-- The basis state `e k`, the sequence with a single entry 1 at position `k`. -/
def e (k : ℕ) : States := Finsupp.single k 1

/-- The lowering operator, `J- e_k = e_(k+1)`. -/
def Jminus : Module.End ℂ States :=
  Finsupp.linearCombination ℂ (fun k => e (k + 1))

/-- The operator `Jz`, with `Jz e_k = (n/2 - k) e_k`. -/
def Jz (n : ℕ) : Module.End ℂ States :=
  Finsupp.linearCombination ℂ (fun k : ℕ => ((n : ℂ) / 2 - k) • e k)

/-- The raising operator, `J+ e_0 = 0` and `J+ e_(k+1) = (k+1)(n-k) e_k`. -/
def Jplus (n : ℕ) : Module.End ℂ States :=
  Finsupp.linearCombination ℂ (fun k : ℕ => match k with
    | 0 => (0 : States)
    | k + 1 => (((k : ℂ) + 1) * ((n : ℂ) - k)) • e k)

/-- A subspace is invariant if `J+`, `J-` and `Jz` all map it into itself. -/
def Invariant (n : ℕ) (U : Submodule ℂ States) : Prop :=
  ∀ v ∈ U, Jplus n v ∈ U ∧ Jminus v ∈ U ∧ Jz n v ∈ U

/-- The action of the three operators on the basis states. -/
theorem ladder_action (n : ℕ) :
    (∀ k, Jminus (e k) = e (k + 1)) ∧
    (∀ k : ℕ, Jz n (e k) = ((n : ℂ) / 2 - k) • e k) ∧
    Jplus n (e 0) = 0 ∧
    (∀ k : ℕ, Jplus n (e (k + 1)) = (((k : ℂ) + 1) * ((n : ℂ) - k)) • e k) := by
  refine ⟨fun k => ?_, fun k => ?_, ?_, fun k => ?_⟩
  · simp [Jminus, e, Finsupp.linearCombination_single]
  · simp [Jz, e, Finsupp.linearCombination_single]
  · simp [Jplus, e, Finsupp.linearCombination_single]
  · simp [Jplus, e, Finsupp.linearCombination_single]

/-- `Jz` multiplies the `i`-th component of every state by `n/2 - i`. -/
theorem Jz_apply (n : ℕ) (v : States) (i : ℕ) :
    Jz n v i = ((n : ℂ) / 2 - i) * v i := by
  refine Finsupp.induction_linear v ?_ ?_ ?_
  · simp
  · intro f g hf hg
    rw [map_add, Finsupp.add_apply, hf, hg, Finsupp.add_apply]
    ring
  · intro a b
    have hs : (Finsupp.single a b : States) = b • e a := by simp [e]
    rw [hs, map_smul, (ladder_action n).2.1]
    simp only [Finsupp.smul_apply, smul_eq_mul, e, Finsupp.single_apply]
    split_ifs with h
    · subst h
      ring
    · ring

/-- An invariant subspace contains every basis state that occurs in one of its vectors. -/
theorem component_mem {n : ℕ} {C : Submodule ℂ States} (hC : Invariant n C) {k : ℕ}
    {v : States} (hv : v ∈ C) (hk : v k ≠ 0) : e k ∈ C := by
  have main : ∀ m : ℕ, ∀ v ∈ C, v.support.card ≤ m → v k ≠ 0 → e k ∈ C := by
    intro m
    induction m with
    | zero =>
      intro v _ hcard hk
      have := Finset.card_pos.2 ⟨k, Finsupp.mem_support_iff.2 hk⟩
      omega
    | succ m ih =>
      intro v hv hcard hk
      by_cases h : ∃ a, a ≠ k ∧ v a ≠ 0
      · -- Jz minus its eigenvalue at a removes the component a and keeps k
        obtain ⟨a, hak, ha⟩ := h
        have hw : ∀ i, (Jz n v - ((n : ℂ) / 2 - a) • v) i = ((a : ℂ) - i) * v i := by
          intro i
          rw [Finsupp.sub_apply, Finsupp.smul_apply, smul_eq_mul, Jz_apply]
          ring
        refine ih _ (C.sub_mem (hC v hv).2.2 (C.smul_mem _ hv)) ?_ ?_
        · have hsub : (Jz n v - ((n : ℂ) / 2 - a) • v).support ⊆ v.support := by
            intro i hi
            rw [Finsupp.mem_support_iff, hw] at hi
            exact Finsupp.mem_support_iff.2 (right_ne_zero_of_mul hi)
          have hlt := Finset.card_lt_card ((Finset.ssubset_iff_of_subset hsub).2
            ⟨a, Finsupp.mem_support_iff.2 ha, by
              rw [Finsupp.mem_support_iff, hw, sub_self, zero_mul]
              exact fun h => h rfl⟩)
          omega
        · rw [hw]
          exact mul_ne_zero (sub_ne_zero.2 (Nat.cast_injective.ne hak)) hk
      · -- only the component k is left
        have hs : e k = (v k)⁻¹ • v := by
          ext i
          by_cases hi : i = k
          · rw [hi]
            simp [e, hk]
          · have hvi : v i = 0 := by
              by_contra h'
              exact h ⟨i, hi, h'⟩
            have hi' : ¬ k = i := fun h => hi h.symm
            simp [e, Finsupp.single_apply, hvi, hi']
        rw [hs]
        exact C.smul_mem _ hv
  exact main _ v hv le_rfl hk

end

end ComponentMem
```

Messages:

```
Main.lean:79:21: error: don't know how to synthesize implicit argument `y`
  @Submodule.sub_mem ℂ States Complex.instRing Finsupp.instAddCommGroup (Finsupp.module ℕ ℂ) C ((Jz n) v) (?m.197 • v)
    (hC v hv).right.right (Submodule.smul_mem C ?m.197 hv)
context:
n : ℕ
C : Submodule ℂ States
hC : Invariant n C
k : ℕ
v✝ : States
hv✝ : v✝ ∈ C
hk✝ : v✝ k ≠ 0
m : ℕ
ih : ∀ v ∈ C, v.support.card ≤ m → v k ≠ 0 → e k ∈ C
v : States
hv : v ∈ C
hcard : v.support.card ≤ m + 1
hk : v k ≠ 0
a : ℕ
hak : a ≠ k
ha : v a ≠ 0
hw : ∀ (i : ℕ), ((Jz n) v - (↑n / 2 - ↑a) • v) i = (↑a - ↑i) * v i
⊢ States
Main.lean:79:57: error: don't know how to synthesize placeholder for argument `r`
context:
n : ℕ
C : Submodule ℂ States
hC : Invariant n C
k : ℕ
v✝ : States
hv✝ : v✝ ∈ C
hk✝ : v✝ k ≠ 0
m : ℕ
ih : ∀ v ∈ C, v.support.card ≤ m → v k ≠ 0 → e k ∈ C
v : States
hv : v ∈ C
hcard : v.support.card ≤ m + 1
hk : v k ≠ 0
a : ℕ
hak : a ≠ k
ha : v a ≠ 0
hw : ∀ (i : ℕ), ((Jz n) v - (↑n / 2 - ↑a) • v) i = (↑a - ↑i) * v i
⊢ ℂ
Main.lean:79:18: error: don't know how to synthesize placeholder for argument `v`
context:
n : ℕ
C : Submodule ℂ States
hC : Invariant n C
k : ℕ
v✝ : States
hv✝ : v✝ ∈ C
hk✝ : v✝ k ≠ 0
m : ℕ
ih : ∀ v ∈ C, v.support.card ≤ m → v k ≠ 0 → e k ∈ C
v : States
hv : v ∈ C
hcard : v.support.card ≤ m + 1
hk : v k ≠ 0
a : ℕ
hak : a ≠ k
ha : v a ≠ 0
hw : ∀ (i : ℕ), ((Jz n) v - (↑n / 2 - ↑a) • v) i = (↑a - ↑i) * v i
⊢ States
Main.lean:101:21: warning: This simp argument is unused:
  Finsupp.single_apply

Hint: Omit it from the simp argument list.
  [apply] simp [e, hvi, hi']

Note: This linter can be disabled with `set_option linter.unusedSimpArgs false`
```

Diagnosis. The three errors have one cause: in the `refine ih _ …` line, Lean can't find the scalar `r` in `C.smul_mem _ hv`. The argument `y` of `sub_mem` is `r • v`, and the vector given to `ih` is `Jz n v - r • v`, so both stay unknown with it. Nothing in that line fixes `r`: the goal `e k ∈ C` doesn't mention the vector, and `hw`, which has the right scalar, is not used there. `refine` leaves `?_` as new goals, but a plain `_` must be solved at once.

The repair writes the vector out, with the scalar `(n : ℂ) / 2 - a`, as the witness of an existence statement. The membership to be proved then contains the scalar, so the same `_` can be read off from it. The result is named `w`, and `ih w hwC` leaves no vector to guess.

Proving `hwa` separately and reordering the support argument are tidying, as is dropping `Finsupp.single_apply`, which the warning reports as unused.

The change, after which it compiles:

```diff
@@ -73,20 +73,20 @@
       · -- Jz minus its eigenvalue at a removes the component a and keeps k
         obtain ⟨a, hak, ha⟩ := h
-        have hw : ∀ i, (Jz n v - ((n : ℂ) / 2 - a) • v) i = ((a : ℂ) - i) * v i := by
-          intro i
+        obtain ⟨w, hwC, hw⟩ : ∃ w ∈ C, ∀ i : ℕ, w i = ((a : ℂ) - i) * v i := by
+          refine ⟨Jz n v - ((n : ℂ) / 2 - a) • v,
+            C.sub_mem (hC v hv).2.2 (C.smul_mem _ hv), fun i => ?_⟩
           rw [Finsupp.sub_apply, Finsupp.smul_apply, smul_eq_mul, Jz_apply]
           ring
-        refine ih _ (C.sub_mem (hC v hv).2.2 (C.smul_mem _ hv)) ?_ ?_
-        · have hsub : (Jz n v - ((n : ℂ) / 2 - a) • v).support ⊆ v.support := by
-            intro i hi
-            rw [Finsupp.mem_support_iff, hw] at hi
-            exact Finsupp.mem_support_iff.2 (right_ne_zero_of_mul hi)
-          have hlt := Finset.card_lt_card ((Finset.ssubset_iff_of_subset hsub).2
-            ⟨a, Finsupp.mem_support_iff.2 ha, by
-              rw [Finsupp.mem_support_iff, hw, sub_self, zero_mul]
-              exact fun h => h rfl⟩)
-          omega
-        · rw [hw]
-          exact mul_ne_zero (sub_ne_zero.2 (Nat.cast_injective.ne hak)) hk
+        have hsub : w.support ⊆ v.support := by
+          intro i hi
+          rw [Finsupp.mem_support_iff, hw] at hi
+          exact Finsupp.mem_support_iff.2 (right_ne_zero_of_mul hi)
+        have hwa : a ∉ w.support := by
+          rw [Finsupp.notMem_support_iff, hw, sub_self, zero_mul]
+        have hlt := Finset.card_lt_card ((Finset.ssubset_iff_of_subset hsub).2
+          ⟨a, Finsupp.mem_support_iff.2 ha, hwa⟩)
+        refine ih w hwC (by omega) ?_
+        rw [hw]
+        exact mul_ne_zero (sub_ne_zero.2 (Nat.cast_injective.ne hak)) hk
       · -- only the component k is left
         have hs : e k = (v k)⁻¹ • v := by
@@ -99,5 +99,5 @@
               exact h ⟨i, hi, h'⟩
             have hi' : ¬ k = i := fun h => hi h.symm
-            simp [e, Finsupp.single_apply, hvi, hi']
+            simp [e, hvi, hi']
         rw [hs]
         exact C.smul_mem _ hv
```
